# Bounds and small-radius scaling for the share of the point-nucleus Dirac 1s hyperfine integral inside a nuclear radius

Before a hyperfine constant computed with a point nucleus is corrected for nuclear size, it helps to estimate how much of its radial integral comes from radii inside the nucleus. For a hydrogen-like Dirac 1s state this share has simple bounds on both sides. Let $Z$ be the nuclear charge number, $R$ the nuclear radius in atomic units, and $\gamma=\sqrt{1-(Z\alpha)^2}$, where $\alpha$ is the fine-structure constant. With

$$s=2\gamma-1,\qquad x=2ZR,$$

the share $F(R)$ satisfies, for $\gamma>1/2$,

$$e^{-x}\,\frac{x^s}{\Gamma(2\gamma)}\;\le\;F(R)\;\le\;\frac{x^s}{\Gamma(2\gamma)} .$$

The estimate concerns a single electron in the field of a point charge. In that model it shows how strongly a hyperfine calculation samples the region where the point-nucleus description fails.

The Breit-Rosenthal correction itself is a different quantity: the relative change of the hyperfine constant when the nuclear charge is spread over a finite volume. It compares the hyperfine integral for the point charge with that for the extended charge, each evaluated with its own Dirac solution. The share $F(R)$ uses the point-nucleus solution throughout, and what it has in common with the correction is the leading power $R^{2\gamma-1}$.

```lean
import Mathlib

open MeasureTheory Set Filter Topology

namespace FiniteNuclearHyperfine

noncomputable section
```

## From the Dirac components to the hyperfine weight

The two reduced radial components of the 1s state, that is, the radial functions multiplied by $r$, have the same shape and differ only in amplitude:

$$P(r)=N\,r^{\gamma}e^{-Zr},\qquad Q(r)=M\,r^{\gamma}e^{-Zr}.$$

One definition therefore serves for both. In `radial γ Z N r` the amplitude `N` is an arbitrary real number, so no normalisation is imposed. The parameters `γ` and `Z` are also independent real numbers: the relation $\gamma=\sqrt{1-(Z\alpha)^2}$ is not built in, and the results hold in particular when it is satisfied.

```lean
/-- A radial Dirac component with amplitude `N`, of the form `N r^γ exp(-Z r)`. -/
def radial (γ Z N r : ℝ) : ℝ := N * r ^ γ * Real.exp (-(Z * r))
```

The magnetic dipole hyperfine integral of the point nucleus is $\int_0^\infty P(r)\,Q(r)\,r^{-2}\,dr$. Apart from the amplitudes, its integrand is

$$w(r)=r^{2\gamma-2}e^{-2Zr}.$$

```lean
/-- The radial weight `r^(2γ-2) exp(-2Zr)` of the point-nucleus hyperfine integral. -/
def weight (γ Z r : ℝ) : ℝ := r ^ (2 * γ - 2) * Real.exp (-(2 * Z * r))
```

The share of the integral that comes from radii up to $R$ is

$$F(R)=\frac{\int_0^R w(r)\,dr}{\int_0^\infty w(r)\,dr}.$$

In `innerFraction` the numerator is an integral from `0` to `R`, and the denominator is an integral over `Ioi 0`, the set of all $r>0$. The amplitudes are left out because a nonzero product $NM$ cancels between numerator and denominator.

```lean
/-- The fraction of the hyperfine integral that comes from radii between `0` and `R`. -/
def innerFraction (γ Z R : ℝ) : ℝ :=
  (∫ r in (0 : ℝ)..R, weight γ Z r) / ∫ r in Ioi (0 : ℝ), weight γ Z r
```

The link between components and weight is a short calculation for $r>0$:

$$\frac{P(r)Q(r)}{r^2}=NM\,\frac{r^{\gamma}r^{\gamma}}{r^2}\,e^{-Zr}e^{-Zr}=NM\,r^{2\gamma-2}e^{-2Zr}.$$

In the proof, `hp` combines the powers, `he` combines the exponentials, and `ring` collects the factors.

```lean
/-- The product of the two radial Dirac components divided by `r²` is the hyperfine weight
times the two amplitudes. -/
theorem radial_mul_radial_div_sq (γ Z N M : ℝ) {r : ℝ} (hr : 0 < r) :
    radial γ Z N r * radial γ Z M r / r ^ 2 = N * M * weight γ Z r := by
  have hp : r ^ (2 * γ - 2) = r ^ γ * r ^ γ / r ^ 2 := by
    rw [Real.rpow_sub hr, two_mul, Real.rpow_add hr, Real.rpow_two]
  have he : Real.exp (-(2 * Z * r)) = Real.exp (-(Z * r)) * Real.exp (-(Z * r)) := by
    rw [← Real.exp_add]
    congr 1
    ring
  unfold radial weight
  rw [hp, he]
  ring
```

## The integral over all radii

The substitution $t=2Zr$ turns the full integral into a Gamma function:

$$\int_0^\infty r^{s-1}e^{-2Zr}\,dr=\frac{1}{(2Z)^s}\int_0^\infty t^{s-1}e^{-t}\,dt=\frac{\Gamma(s)}{(2Z)^s}.$$

Convergence at the origin requires $s>0$, which is the hypothesis `1 / 2 < γ`. For the 1s state it means $Z\alpha<\sqrt3/2$. Physically, the relativistic rise of the wavefunction at a point charge must be weak enough for the hyperfine integral to stay finite. The hypothesis `0 < Z` describes an attractive nucleus and provides the decay at large $r$. The physical range also has $\gamma\le1$, but no step needs this bound.

Mathlib supplies the Gamma integral, and the rest of the proof brings its exponent and prefactor into the form used here.

```lean
/-- The hyperfine integral over all radii equals `Γ(2γ-1) / (2Z)^(2γ-1)`. -/
theorem integral_weight {γ Z : ℝ} (hγ : 1 / 2 < γ) (hZ : 0 < Z) :
    ∫ r in Ioi (0 : ℝ), weight γ Z r
      = Real.Gamma (2 * γ - 1) / (2 * Z) ^ (2 * γ - 1) := by
  have h := Real.integral_rpow_mul_exp_neg_mul_Ioi
    (a := 2 * γ - 1) (r := 2 * Z) (by linarith) (by linarith)
  have e : 2 * γ - 1 - 1 = 2 * γ - 2 := by ring
  rw [e, Real.div_rpow zero_le_one (by linarith), Real.one_rpow] at h
  unfold weight
  rw [h]
  ring
```

## Bounding the integral inside the nucleus

For $\gamma<1$ the weight diverges at the origin, but its power $r^{2\gamma-2}$ has an exponent greater than $-1$ and is integrable there. Multiplication by the continuous function $e^{-2Zr}$ preserves integrability on a bounded interval, and the proof follows the same two steps.

```lean
/-- The hyperfine weight is integrable from the origin to any radius when `γ > 1/2`. -/
theorem intervalIntegrable_weight {γ : ℝ} (hγ : 1 / 2 < γ) (Z R : ℝ) :
    IntervalIntegrable (weight γ Z) volume 0 R := by
  have h : IntervalIntegrable (fun r : ℝ => r ^ (2 * γ - 2)) volume 0 R :=
    intervalIntegral.intervalIntegrable_rpow' (by linarith)
  exact h.mul_continuousOn (Continuous.continuousOn (by fun_prop))
```

For $0\le r\le R$ the exponential decreases from 1 at the centre to its smallest value at the surface:

$$e^{-2ZR}\le e^{-2Zr}\le 1 .$$

Multiplying by $r^{2\gamma-2}\ge0$ and integrating, with

$$\int_0^R r^{2\gamma-2}\,dr=\frac{R^s}{s},$$

gives

$$e^{-2ZR}\,\frac{R^s}{s}\le\int_0^R w(r)\,dr\le\frac{R^s}{s}.$$

In the proof, `hpow` evaluates the power integral. Each half then compares two integrands point by point and applies `integral_mono_on`, the monotonicity of the integral. At $R=0$ all three expressions vanish.

```lean
/-- The hyperfine integral over `[0,R]` lies between `exp(-2ZR) R^s/s` and `R^s/s`,
with `s = 2γ-1`. -/
theorem inner_integral_bounds {γ Z R : ℝ} (hγ : 1 / 2 < γ) (hZ : 0 < Z) (hR : 0 ≤ R) :
    Real.exp (-(2 * Z * R)) * (R ^ (2 * γ - 1) / (2 * γ - 1))
        ≤ ∫ r in (0 : ℝ)..R, weight γ Z r ∧
      ∫ r in (0 : ℝ)..R, weight γ Z r ≤ R ^ (2 * γ - 1) / (2 * γ - 1) := by
  have hi : IntervalIntegrable (fun r : ℝ => r ^ (2 * γ - 2)) volume 0 R :=
    intervalIntegral.intervalIntegrable_rpow' (by linarith)
  have hpow : ∫ r in (0 : ℝ)..R, r ^ (2 * γ - 2) = R ^ (2 * γ - 1) / (2 * γ - 1) := by
    have e : 2 * γ - 2 + 1 = 2 * γ - 1 := by ring
    have hs : 2 * γ - 1 ≠ 0 := by linarith
    rw [integral_rpow (Or.inl (by linarith)), e, Real.zero_rpow hs, sub_zero]
  rw [← hpow]
  constructor
  · -- the exponential is smallest at the nuclear surface
    rw [← intervalIntegral.integral_const_mul]
    refine intervalIntegral.integral_mono_on hR (hi.const_mul _)
      (intervalIntegrable_weight hγ Z R) ?_
    intro r hr
    have he : Real.exp (-(2 * Z * R)) ≤ Real.exp (-(2 * Z * r)) :=
      Real.exp_le_exp.2 (by nlinarith [hr.2])
    have hp : 0 ≤ r ^ (2 * γ - 2) := Real.rpow_nonneg hr.1 _
    unfold weight
    nlinarith [mul_le_mul_of_nonneg_left he hp]
  · -- the exponential is at most one
    refine intervalIntegral.integral_mono_on hR (intervalIntegrable_weight hγ Z R) hi ?_
    intro r hr
    have he : Real.exp (-(2 * Z * r)) ≤ 1 :=
      Real.exp_le_one_iff.2 (by nlinarith [mul_nonneg hZ.le hr.1])
    exact mul_le_of_le_one_right (Real.rpow_nonneg hr.1 _) he
```

## The two-sided bound on the share

Dividing by the full integral turns the outer expression $R^s/s$ into

$$\frac{R^s}{s}\cdot\frac{(2Z)^s}{\Gamma(s)}=\frac{(2ZR)^s}{s\,\Gamma(s)}=\frac{x^s}{\Gamma(s+1)}=\frac{x^s}{\Gamma(2\gamma)} .$$

The last two equalities use $\Gamma(s+1)=s\,\Gamma(s)$ and $s+1=2\gamma$. Since the full integral is positive, division preserves both inequalities.

The theorem `innerFraction_bounds` states the result as a conjunction, with the lower bound first, for every $\gamma>1/2$, $Z>0$ and $R\ge0$. Its proof keeps the order of the calculation: `hT` is the positivity of the full integral, `hrec` is the Gamma recursion, and `key` is the displayed identity.

```lean
/-- With `s = 2γ-1` and `x = 2ZR`, the fraction of the hyperfine integral from `[0,R]` lies
between `exp(-x) x^s/Γ(2γ)` and `x^s/Γ(2γ)`. -/
theorem innerFraction_bounds {γ Z R : ℝ} (hγ : 1 / 2 < γ) (hZ : 0 < Z) (hR : 0 ≤ R) :
    Real.exp (-(2 * Z * R)) * ((2 * Z * R) ^ (2 * γ - 1) / Real.Gamma (2 * γ))
        ≤ innerFraction γ Z R ∧
      innerFraction γ Z R ≤ (2 * Z * R) ^ (2 * γ - 1) / Real.Gamma (2 * γ) := by
  have hs : 0 < 2 * γ - 1 := by linarith
  have hG : 0 < Real.Gamma (2 * γ - 1) := Real.Gamma_pos_of_pos hs
  have hP : 0 < (2 * Z) ^ (2 * γ - 1) := Real.rpow_pos_of_pos (by linarith) _
  have hT := div_pos hG hP
  -- the recursion of the Gamma function absorbs the factor 1/s
  have hrec : Real.Gamma (2 * γ) = (2 * γ - 1) * Real.Gamma (2 * γ - 1) := by
    rw [← Real.Gamma_add_one hs.ne']
    congr 1
    ring
  have key : (2 * Z * R) ^ (2 * γ - 1) / Real.Gamma (2 * γ)
      = R ^ (2 * γ - 1) / (2 * γ - 1)
        / (Real.Gamma (2 * γ - 1) / (2 * Z) ^ (2 * γ - 1)) := by
    rw [hrec, Real.mul_rpow (by linarith) hR, div_div_eq_mul_div, div_mul_eq_mul_div,
      div_div, mul_comm (R ^ (2 * γ - 1))]
  obtain ⟨h1, h2⟩ := inner_integral_bounds hγ hZ hR
  unfold innerFraction
  rw [integral_weight hγ hZ, key, ← mul_div_assoc]
  exact ⟨(div_le_div_iff_of_pos_right hT).2 h1, (div_le_div_iff_of_pos_right hT).2 h2⟩
```

## The error of the leading term

Write $L=x^s/\Gamma(2\gamma)$ for the upper bound. The share never exceeds $L$, and the inequality $e^{-x}\ge1-x$ limits how far it can fall below:

$$0\le L-F(R)\le(1-e^{-x})L\le xL .$$

Using $L$ as an estimate of the share therefore costs at most a fraction $x=2ZR$ of $L$. This is a small error when the nuclear radius is small compared with the length $1/(2Z)$ over which the weight decays.

The formal statement puts this as an absolute value. The inequality for the exponential enters through `Real.add_one_le_exp`, and `linarith` combines it with the two bounds.

```lean
/-- The fraction differs from `x^s/Γ(2γ)` by at most `x` times that term,
with `s = 2γ-1` and `x = 2ZR`. -/
theorem innerFraction_error {γ Z R : ℝ} (hγ : 1 / 2 < γ) (hZ : 0 < Z) (hR : 0 ≤ R) :
    |innerFraction γ Z R - (2 * Z * R) ^ (2 * γ - 1) / Real.Gamma (2 * γ)|
      ≤ 2 * Z * R * ((2 * Z * R) ^ (2 * γ - 1) / Real.Gamma (2 * γ)) := by
  obtain ⟨h1, h2⟩ := innerFraction_bounds hγ hZ hR
  have hx : 0 ≤ 2 * Z * R := by positivity
  have hL : 0 ≤ (2 * Z * R) ^ (2 * γ - 1) / Real.Gamma (2 * γ) :=
    div_nonneg (Real.rpow_nonneg hx _) (Real.Gamma_pos_of_pos (by linarith)).le
  have he := mul_le_mul_of_nonneg_right (Real.add_one_le_exp (-(2 * Z * R))) hL
  have hxL := mul_nonneg hx hL
  rw [abs_le]
  constructor <;> linarith
```

## Scaling as the nuclear radius shrinks

For $R>0$ the bounds can be divided by $x^s$:

$$\frac{e^{-x}}{\Gamma(2\gamma)}\le\frac{F(R)}{x^s}\le\frac1{\Gamma(2\gamma)} .$$

As $R\to0^+$ with $Z$ and $\gamma$ fixed, the left side tends to the right side, so

$$\lim_{R\to0^+}\frac{F(R)}{(2ZR)^{2\gamma-1}}=\frac1{\Gamma(2\gamma)} .$$

The share thus vanishes as $R^{2\gamma-1}$. For $\gamma<1$ this is slower than the linear law found at $\gamma=1$, because the relativistic weight is concentrated towards the origin.

In Lean, `Tendsto` expresses the limit, and `𝓝[>] 0` says that $R$ approaches zero through positive values. The theorem is named `breit_rosenthal_scaling` after the correction with the same leading power, but it is a statement about the share $F(R)$ and proves nothing about the correction itself. The proof is the squeeze argument: `hl` is the limit of the lower bound, and the final two cases are the two inequalities.

```lean
/-- As `R` tends to `0` from above, the fraction divided by `(2ZR)^(2γ-1)` tends to `1/Γ(2γ)`. -/
theorem breit_rosenthal_scaling {γ Z : ℝ} (hγ : 1 / 2 < γ) (hZ : 0 < Z) :
    Tendsto (fun R => innerFraction γ Z R / (2 * Z * R) ^ (2 * γ - 1))
      (𝓝[>] 0) (𝓝 (1 / Real.Gamma (2 * γ))) := by
  have hc : Continuous (fun R : ℝ => Real.exp (-(2 * Z * R)) * (1 / Real.Gamma (2 * γ))) := by
    fun_prop
  have hl : Tendsto (fun R : ℝ => Real.exp (-(2 * Z * R)) * (1 / Real.Gamma (2 * γ)))
      (𝓝[>] 0) (𝓝 (1 / Real.Gamma (2 * γ))) := by
    have h := (hc.tendsto 0).mono_left (nhdsWithin_le_nhds (s := Ioi (0 : ℝ)))
    simpa only [mul_zero, neg_zero, Real.exp_zero, one_mul] using h
  refine tendsto_of_tendsto_of_tendsto_of_le_of_le' hl tendsto_const_nhds ?_ ?_
  all_goals
    filter_upwards [self_mem_nhdsWithin] with R hR
    have hR' : 0 < R := hR
    have hX : 0 < (2 * Z * R) ^ (2 * γ - 1) := Real.rpow_pos_of_pos (by positivity) _
    obtain ⟨h1, h2⟩ := innerFraction_bounds hγ hZ hR'.le
  · rw [le_div_iff₀ hX]
    refine le_trans (le_of_eq ?_) h1
    ring
  · rw [div_le_iff₀ hX]
    refine le_trans h2 (le_of_eq ?_)
    ring
```

Two isotopes of one element share $Z$ and $\gamma$ but have different radii. Let the radii be $kR$ and $R$ with a fixed ratio $k>0$. Then

$$\frac{F(kR)}{F(R)}=k^s\,\frac{F(kR)/(2ZkR)^s}{F(R)/(2ZR)^s}\;\longrightarrow\;k^s\qquad(R\to0^+),$$

since the numerator and denominator of the second factor both tend to $1/\Gamma(2\gamma)$, which is not zero. The unknown scale of the radii drops out of the limit, and only their ratio remains.

The proof applies the previous limit twice, once along $R\mapsto kR$; `hm` confirms that $kR$ also approaches zero from above. The lower bound on the share gives `hF`, its positivity for $R>0$, which justifies the division. The closing algebra identifies the two sides of the displayed equality.

```lean
/-- For two nuclear radii `kR` and `R` in fixed ratio `k`, the ratio of the fractions tends to
`k^(2γ-1)` as `R` tends to `0` from above. -/
theorem radius_ratio_scaling {γ Z k : ℝ} (hγ : 1 / 2 < γ) (hZ : 0 < Z) (hk : 0 < k) :
    Tendsto (fun R => innerFraction γ Z (k * R) / innerFraction γ Z R)
      (𝓝[>] 0) (𝓝 (k ^ (2 * γ - 1))) := by
  have hG : 0 < Real.Gamma (2 * γ) := Real.Gamma_pos_of_pos (by linarith)
  have hne : 1 / Real.Gamma (2 * γ) ≠ 0 := (one_div_pos.2 hG).ne'
  have h1 := breit_rosenthal_scaling hγ hZ
  have hm : Tendsto (fun R : ℝ => k * R) (𝓝[>] 0) (𝓝[>] 0) := by
    refine tendsto_nhdsWithin_iff.2 ⟨?_, ?_⟩
    · have hc : Continuous (fun R : ℝ => k * R) := by fun_prop
      have h := (hc.tendsto 0).mono_left (nhdsWithin_le_nhds (s := Ioi (0 : ℝ)))
      simpa only [mul_zero] using h
    · filter_upwards [self_mem_nhdsWithin] with R hR
      exact mul_pos hk hR
  have h3 := ((h1.comp hm).div h1 hne).const_mul (k ^ (2 * γ - 1))
  rw [div_self hne, mul_one] at h3
  refine h3.congr' ?_
  filter_upwards [self_mem_nhdsWithin] with R hR
  have hR' : 0 < R := hR
  have hX : 0 < (2 * Z * R) ^ (2 * γ - 1) := Real.rpow_pos_of_pos (by positivity) _
  have hK : 0 < k ^ (2 * γ - 1) := Real.rpow_pos_of_pos hk _
  have hF : 0 < innerFraction γ Z R :=
    lt_of_lt_of_le (mul_pos (Real.exp_pos _) (div_pos hX hG))
      (innerFraction_bounds hγ hZ hR'.le).1
  have e : (2 * Z * (k * R)) ^ (2 * γ - 1)
      = k ^ (2 * γ - 1) * (2 * Z * R) ^ (2 * γ - 1) := by
    rw [← Real.mul_rpow hk.le (by positivity)]
    congr 1
    ring
  simp only [Function.comp_apply, Pi.div_apply]
  rw [e]
  generalize (2 * Z * R) ^ (2 * γ - 1) = X at hX ⊢
  generalize k ^ (2 * γ - 1) = K at hK ⊢
  have hX' := hX.ne'
  have hK' := hK.ne'
  have hF' := hF.ne'
  field_simp
```

## The closed form at γ = 1

As $\alpha\to0$ at fixed $Z$, $\gamma$ tends to 1. At $\gamma=1$ the power in the Dirac weight disappears, leaving $w(r)=e^{-2Zr}$. Both integrals are then elementary:

$$\int_0^R e^{-2Zr}\,dr=\frac{1-e^{-2ZR}}{2Z},\qquad \int_0^\infty e^{-2Zr}\,dr=\frac1{2Z},$$

and their quotient is

$$F(R)=1-e^{-2ZR}.$$

For small $R$ this is approximately $2ZR$, in agreement with the general law at $s=1$ and $\Gamma(2)=1$. The formula is the nonrelativistic limit of the share defined by the Dirac integrand. It does not describe a calculation with the nonrelativistic Fermi contact operator, whose integrand for an s state is a delta function at the origin.

The proof differentiates the antiderivative $-e^{-2Zt}/(2Z)$ in `hd`, applies the fundamental theorem of calculus, and takes the full integral from `integral_weight`. The identity is stated for every real `R`; its reading as a share of the integral applies to $R\ge0$.

```lean
/-- At `γ = 1` the fraction equals `1 - exp(-2ZR)`. -/
theorem innerFraction_one {Z : ℝ} (hZ : 0 < Z) (R : ℝ) :
    innerFraction 1 Z R = 1 - Real.exp (-(2 * Z * R)) := by
  have hZ' : Z ≠ 0 := hZ.ne'
  have hd : ∀ r ∈ uIcc 0 R,
      HasDerivAt (fun t : ℝ => -Real.exp (-(2 * Z * t)) / (2 * Z)) (weight 1 Z r) r := by
    intro r _
    have h0 : HasDerivAt (fun t : ℝ => -(2 * Z * t)) (-(2 * Z * 1)) r :=
      ((hasDerivAt_id' r).const_mul (2 * Z)).fun_neg
    have hw : weight 1 Z r = Real.exp (-(2 * Z * r)) := by simp [weight]
    refine HasDerivAt.congr_deriv (h0.exp.fun_neg.div_const (2 * Z)) ?_
    rw [hw]
    field_simp
  have e : (2 * 1 - 1 : ℝ) = 1 := by norm_num
  unfold innerFraction
  rw [intervalIntegral.integral_eq_sub_of_hasDerivAt hd
    (intervalIntegrable_weight (by norm_num) Z R), integral_weight (by norm_num) hZ,
    e, Real.Gamma_one, Real.rpow_one, mul_zero, neg_zero, Real.exp_zero]
  field_simp
  all_goals ring

end

end FiniteNuclearHyperfine
```

```lean
#print axioms FiniteNuclearHyperfine.inner_integral_bounds
-- 'FiniteNuclearHyperfine.inner_integral_bounds' depends on axioms: [propext, Classical.choice, Quot.sound]
#print axioms FiniteNuclearHyperfine.innerFraction_error
-- 'FiniteNuclearHyperfine.innerFraction_error' depends on axioms: [propext, Classical.choice, Quot.sound]
#print axioms FiniteNuclearHyperfine.radius_ratio_scaling
-- 'FiniteNuclearHyperfine.radius_ratio_scaling' depends on axioms: [propext, Classical.choice, Quot.sound]
#print axioms FiniteNuclearHyperfine.innerFraction_one
-- 'FiniteNuclearHyperfine.innerFraction_one' depends on axioms: [propext, Classical.choice, Quot.sound]
```
